# At positive temperature, the Fermi-Dirac matrix alone minimises the free energy of non-interacting fermions over one-particle density matrices in a finite basis

## Could rotated orbitals beat Fermi-Dirac filling?

Non-interacting electrons in a finite set of spin orbitals exchange heat and particles with a reservoir. If I keep the eigenstates of the one-electron Hamiltonian $h$ and vary only their occupations, minimising the free energy gives the Fermi-Dirac distribution. But a trial density matrix $g$ need not commute with $h$. Its entropy depends only on its own eigenvalues, while its energy also depends on how its eigenvectors sit relative to those of $h$. Could some rotated choice of orbitals, with suitable occupations, go below the Fermi-Dirac value?

## Every mismatch with Fermi-Dirac filling costs free energy

No. For fixed $h$, the excess free energy is a sum of nonnegative terms, and it vanishes only for the Fermi-Dirac matrix.

Let $g$ have orthonormal eigenvectors $u_i$ and occupations $p_i\in[0,1]$, as the Pauli principle requires. Let $h$ have orthonormal eigenvectors $v_j$ and levels $e_j$. The temperature $T>0$ is in energy units, $m$ is the chemical potential (usually $\mu$), and $x_j=e_j-m$. With $s(p)=p\log p+(1-p)\log(1-p)$ and $0\log 0=0$, the functional and its claimed minimum are

$$\Omega[g]=\mathrm{tr}\,g(h-m)+T\sum_i s(p_i),\qquad \Omega_0=-T\sum_j L_j,\qquad L_j=\log(1+e^{-x_j/T}).$$

The weights $W_{ij}=|\langle u_i|v_j\rangle|^2$ sum to one over either index, because both bases are complete and normalised. Inserting both spectral decompositions gives

$$\mathrm{tr}\,g(h-m)=\sum_{ij}W_{ij}\,p_i x_j .$$

The Fermi-Dirac occupation $f_j=1/(1+e^{x_j/T})$ satisfies $1-f_j=1/(1+e^{-x_j/T})$ and $f_j=e^{-x_j/T}(1-f_j)$. Hence $\log(1-f_j)=-L_j$ and $\log f_j=-x_j/T-L_j$. The binary relative entropy is therefore

$$D(p_i,f_j)=s(p_i)-p_i\log f_j-(1-p_i)\log(1-f_j)=s(p_i)+\frac{p_ix_j}{T}+L_j .$$

Multiply by $TW_{ij}$ and sum. The row sums reduce the entropy term to $T\sum_i s(p_i)$, and the column sums reduce the last term to $T\sum_j L_j$, so

$$\Omega[g]-\Omega_0=T\sum_{ij}W_{ij}\,D(p_i,f_j).$$

To see the sign of $D$, use $\log y<y-1$ for positive $y\neq1$. With $y=b/a$ it gives $a\log a-a\log b>a-b$ for $a,b>0$ and $a\ne b$; for $a=0$ the inequality reads $0>-b$. Add the cases $(a,b)=(p,f)$ and $(1-p,1-f)$: the right-hand sides cancel, so $D(p,f)>0$ unless $p=f$, where $D=0$. This proves $\Omega[g]\ge\Omega_0$.

Equality requires $W_{ij}=0$ or $p_i=f_j$ for every pair. Writing $F=\sum_j f_j|v_j\rangle\langle v_j|$, this says

$$\langle u_i|(g-F)|v_j\rangle=(p_i-f_j)\langle u_i|v_j\rangle=0$$

for all $i,j$, which is $g=F$. Since $F$ has eigenvalues $f_j\in(0,1)$, it is an allowed density matrix and attains the minimum.

## What the Lean theorems say

`free_energy_principle` takes complex Hermitian matrices `g` and `h` over a finite index type `n`, a real `m`, `T > 0`, and the occupation condition `hp`. It states the lower bound and that equality holds if and only if `g = fermiDirac hh T m`. `fermiDirac_attains` adds that this matrix meets the occupation condition and reaches the bound. No commutation of `g` and `h` is assumed.

The arguments `hg` and `hh` are the proofs of Hermiticity through which Mathlib supplies eigenvalues, counted with multiplicity. `grandPotential` is $\Omega[g]$ for any trial `g`, not only at equilibrium; it takes the real part of a trace that is already real. `equilibriumPotential` is $\Omega_0$, and `negEntropy` is $s$. `overlap` holds the amplitudes $\langle u_i|v_j\rangle$, whose `Complex.normSq` is $W_{ij}$. Mathlib assigns `Real.log 0` a finite value, so the zero factor in front of it gives the convention $0\log 0=0$ at $p=0$ and $p=1$.

The modelling step left to physics is the identification of $\Omega[g]$ with the free energy of a many-fermion state, which $g$ alone does not determine in general. In finite-temperature mean-field calculations, the result bears on the filling step, with the one-electron Hamiltonian held fixed and represented in a finite orthonormal basis.

## From overlaps to the unique minimiser in Lean

`spectral_form` provides the diagonalisations, `overlap_sums` the sums of $W$, and `energy_eq` the double sum for the energy, using cyclicity of the trace. `fermi_facts` gives the two logarithms. `excess_eq` spreads the single sums over all pairs, after which `linear_combination` checks the identity for each pair.

`relEntropy_nonneg` contains the logarithm inequality, and `eq_fermiDirac_iff` turns the matrix equation $g=F$ into the condition on pairs. The main theorem joins them: `Finset.sum_eq_zero_iff_of_nonneg`, applied to each of the two sums, makes every term of a zero excess vanish.

For attainment, Mathlib chooses its own eigenbasis of $F$, so its listed eigenvalues must still be identified. Each eigenvector has a nonzero overlap with some $v_j$, since its weights sum to one; `eq_fermiDirac_iff` with $g=F$ then makes its eigenvalue equal to $f_j$.

```lean
import Mathlib

open Matrix

namespace FermiDiracFreeEnergy

noncomputable section

variable {n : Type*} [Fintype n] [DecidableEq n] {g h : Matrix n n ℂ}

/-- Minus the entropy of one fermionic level with occupation `p` in `[0,1]`. -/
def negEntropy (p : ℝ) : ℝ := p * Real.log p + (1 - p) * Real.log (1 - p)

/-- Relative entropy of the occupation `p` in `[0,1]` with respect to `f` in `(0,1)`. -/
def relEntropy (p f : ℝ) : ℝ :=
  negEntropy p - p * Real.log f - (1 - p) * Real.log (1 - f)

/-- Fermi-Dirac occupation at temperature `T ≠ 0` of a level at energy `x` above the
chemical potential. -/
def fermi (T x : ℝ) : ℝ := 1 / (1 + Real.exp (x / T))

/-- The unitary matrix whose columns are eigenvectors of a Hermitian matrix. -/
def eigenbasis {A : Matrix n n ℂ} (hA : A.IsHermitian) : Matrix n n ℂ :=
  (hA.eigenvectorUnitary : Matrix n n ℂ)

/-- Overlaps between the eigenvectors of `g` (rows) and those of `h` (columns). -/
def overlap (hg : g.IsHermitian) (hh : h.IsHermitian) : Matrix n n ℂ :=
  (eigenbasis hg)ᴴ * eigenbasis hh

/-- The Fermi-Dirac one-particle density matrix of `h` at temperature `T ≠ 0` and chemical
potential `m`: same eigenvectors as `h`, with Fermi-Dirac occupations. -/
def fermiDirac (hh : h.IsHermitian) (T m : ℝ) : Matrix n n ℂ :=
  eigenbasis hh * diagonal (fun j => (fermi T (hh.eigenvalues j - m) : ℂ)) * (eigenbasis hh)ᴴ

/-- The free-energy functional `tr g(h - m) - T S(g)` of a one-particle density matrix `g`. -/
def grandPotential (h : Matrix n n ℂ) (hg : g.IsHermitian) (T m : ℝ) : ℝ :=
  (trace (g * (h - (m : ℂ) • (1 : Matrix n n ℂ)))).re + T * ∑ i, negEntropy (hg.eigenvalues i)

/-- The value `-T ∑ log (1 + exp (-(e - m) / T))` over the levels `e` of `h`, for `T ≠ 0`. -/
def equilibriumPotential (hh : h.IsHermitian) (T m : ℝ) : ℝ :=
  -T * ∑ j, Real.log (1 + Real.exp (-(hh.eigenvalues j - m) / T))

/-- The eigenvectors of a Hermitian matrix form a unitary matrix that diagonalises it. -/
theorem spectral_form {A : Matrix n n ℂ} (hA : A.IsHermitian) :
    (eigenbasis hA)ᴴ * eigenbasis hA = 1 ∧ eigenbasis hA * (eigenbasis hA)ᴴ = 1 ∧
      A = eigenbasis hA * diagonal (fun j => (hA.eigenvalues j : ℂ)) * (eigenbasis hA)ᴴ := by
  have h1 : (eigenbasis hA)ᴴ * eigenbasis hA = 1 :=
    Matrix.mem_unitaryGroup_iff'.1 hA.eigenvectorUnitary.2
  have h2 : eigenbasis hA * (eigenbasis hA)ᴴ = 1 := mul_eq_one_comm.1 h1
  have h3 : A * eigenbasis hA = eigenbasis hA * diagonal (fun j => (hA.eigenvalues j : ℂ)) := by
    ext i j
    have h := congrFun (hA.mulVec_eigenvectorBasis j) i
    rw [Matrix.mul_diagonal, Matrix.mul_apply]
    simpa [eigenbasis, Matrix.mulVec, dotProduct, mul_comm,
      Matrix.IsHermitian.eigenvectorUnitary_apply] using h
  refine ⟨h1, h2, ?_⟩
  rw [← h3, Matrix.mul_assoc, h2, Matrix.mul_one]

/-- The squared overlaps between two eigenbases sum to one along every row and column. -/
theorem overlap_sums (hg : g.IsHermitian) (hh : h.IsHermitian) :
    (∀ i, ∑ j, Complex.normSq (overlap hg hh i j) = 1) ∧
      ∀ j, ∑ i, Complex.normSq (overlap hg hh i j) = 1 := by
  have key : ∀ C : Matrix n n ℂ, C * Cᴴ = 1 → ∀ i, ∑ j, Complex.normSq (C i j) = 1 := by
    intro C hC i
    have h1 := congrFun (congrFun hC i) i
    rw [Matrix.mul_apply, Matrix.one_apply_eq] at h1
    have h2 : ((∑ j, Complex.normSq (C i j) : ℝ) : ℂ) = 1 := by
      rw [Complex.ofReal_sum, ← h1]
      exact Finset.sum_congr rfl fun j _ => (Complex.mul_conj _).symm
    exact_mod_cast h2
  have hC : overlap hg hh * (overlap hg hh)ᴴ = 1 := by
    rw [overlap, conjTranspose_mul, conjTranspose_conjTranspose, Matrix.mul_assoc,
      ← Matrix.mul_assoc (eigenbasis hh), (spectral_form hh).2.1, Matrix.one_mul,
      (spectral_form hg).1]
  refine ⟨key _ hC, fun j => ?_⟩
  have h1 := key (overlap hg hh)ᴴ
    (by rw [conjTranspose_conjTranspose]; exact mul_eq_one_comm.1 hC) j
  simpa [Matrix.conjTranspose_apply, Complex.normSq_conj] using h1

/-- The energy `tr g(h - m)` is the sum of `p (e - m)` over pairs of an occupation `p` of `g` and a
level `e` of `h`, weighted by the squared overlaps. -/
theorem energy_eq (hg : g.IsHermitian) (hh : h.IsHermitian) (m : ℝ) :
    (trace (g * (h - (m : ℂ) • (1 : Matrix n n ℂ)))).re =
      ∑ i, ∑ j, Complex.normSq (overlap hg hh i j) *
        (hg.eigenvalues i * (hh.eigenvalues j - m)) := by
  have key : ∀ (C : Matrix n n ℂ) (p x : n → ℝ),
      (trace (diagonal (fun i => (p i : ℂ)) * (C * diagonal (fun j => (x j : ℂ)) * Cᴴ))).re =
        ∑ i, ∑ j, Complex.normSq (C i j) * (p i * x j) := by
    intro C p x
    simp only [Matrix.trace, Matrix.diag_apply, Matrix.diagonal_mul, Complex.re_sum]
    refine Finset.sum_congr rfl fun i _ => ?_
    rw [Matrix.mul_apply, Finset.mul_sum, Complex.re_sum]
    refine Finset.sum_congr rfl fun j _ => ?_
    rw [Matrix.mul_diagonal, Matrix.conjTranspose_apply]
    simp only [Complex.mul_re, Complex.mul_im, Complex.ofReal_re, Complex.ofReal_im,
      Complex.star_def, Complex.conj_re, Complex.conj_im, Complex.normSq_apply]
    ring
  have hx : h - (m : ℂ) • (1 : Matrix n n ℂ) = eigenbasis hh *
      diagonal (fun j => ((hh.eigenvalues j - m : ℝ) : ℂ)) * (eigenbasis hh)ᴴ := by
    have hd : diagonal (fun j => ((hh.eigenvalues j - m : ℝ) : ℂ)) =
        diagonal (fun j => (hh.eigenvalues j : ℂ)) - (m : ℂ) • (1 : Matrix n n ℂ) := by
      ext i j
      by_cases hij : i = j
      · subst hij; simp
      · simp [hij]
    rw [hd, Matrix.mul_sub, Matrix.sub_mul, ← (spectral_form hh).2.2, Matrix.mul_smul,
      Matrix.smul_mul, Matrix.mul_one, (spectral_form hh).2.1]
  -- cyclicity of the trace brings the two eigenbases together
  rw [← key, hx, congrArg (· * _) (spectral_form hg).2.2]
  simp only [overlap, conjTranspose_mul, conjTranspose_conjTranspose, Matrix.mul_assoc]
  rw [Matrix.trace_mul_comm]
  simp only [Matrix.mul_assoc]

/-- For `p` in `[0,1]` and `f` in `(0,1)` the relative entropy is nonnegative, and it vanishes
only for `p = f`. -/
theorem relEntropy_nonneg {p f : ℝ} (hp : p ∈ Set.Icc (0 : ℝ) 1) (hf : 0 < f) (hf' : f < 1) :
    0 ≤ relEntropy p f ∧ (relEntropy p f = 0 ↔ p = f) := by
  have aux : ∀ a b : ℝ, 0 ≤ a → 0 < b → a ≠ b → a - b < a * Real.log a - a * Real.log b := by
    intro a b ha hb hne
    rcases ha.eq_or_lt with rfl | ha'
    · simpa using hb
    · have h1 := Real.log_lt_sub_one_of_pos (div_pos hb ha')
        (fun h => hne ((div_eq_one_iff_eq ha'.ne').1 h).symm)
      rw [Real.log_div hb.ne' ha'.ne'] at h1
      have h2 := mul_lt_mul_of_pos_left h1 ha'
      have h3 : a * (b / a - 1) = b - a := by field_simp
      rw [h3] at h2
      linarith
  have hpos : p ≠ f → 0 < relEntropy p f := by
    intro hne
    have h1 := aux p f hp.1 hf hne
    have h2 := aux (1 - p) (1 - f) (by linarith [hp.2]) (by linarith)
      (fun h => hne (by linarith))
    unfold relEntropy negEntropy
    linarith
  have hzero : p = f → relEntropy p f = 0 := by
    rintro rfl
    unfold relEntropy negEntropy
    ring
  refine ⟨?_, fun h0 => by_contra fun hne => (hpos hne).ne' h0, hzero⟩
  by_cases hpf : p = f
  · exact (hzero hpf).ge
  · exact (hpos hpf).le

/-- The Fermi-Dirac occupation lies strictly between 0 and 1; the logarithms of the particle
and hole occupations are given in closed form. -/
theorem fermi_facts (T x : ℝ) : 0 < fermi T x ∧ fermi T x < 1 ∧
    Real.log (fermi T x) = -x / T - Real.log (1 + Real.exp (-x / T)) ∧
    Real.log (1 - fermi T x) = -Real.log (1 + Real.exp (-x / T)) := by
  have hE := Real.exp_pos (x / T)
  have hv := Real.exp_pos (-x / T)
  have a : Real.exp (x / T) * Real.exp (-x / T) = 1 := by
    rw [← Real.exp_add, neg_div, add_neg_cancel, Real.exp_zero]
  have b : fermi T x * (1 + Real.exp (x / T)) = 1 := one_div_mul_cancel (by positivity)
  have h0 : 0 < fermi T x := by unfold fermi; positivity
  have h1 : 1 - fermi T x = (1 + Real.exp (-x / T))⁻¹ := by
    apply eq_inv_of_mul_eq_one_left
    linear_combination (-Real.exp (-x / T)) * b + fermi T x * a
  have h2 : fermi T x = Real.exp (-x / T) * (1 - fermi T x) := by
    linear_combination Real.exp (-x / T) * b - fermi T x * a
  have h3 : 0 < 1 - fermi T x := by rw [h1]; positivity
  have h4 : Real.log (1 - fermi T x) = -Real.log (1 + Real.exp (-x / T)) := by
    rw [h1, Real.log_inv]
  refine ⟨h0, by linarith, ?_, h4⟩
  have h5 := congrArg Real.log h2
  rw [Real.log_mul hv.ne' h3.ne', Real.log_exp, h4] at h5
  linarith

/-- For `T ≠ 0`, the free energy of `g` exceeds the equilibrium value by `T` times the
overlap-weighted relative entropy between its occupations and the Fermi-Dirac ones. -/
theorem excess_eq (hg : g.IsHermitian) (hh : h.IsHermitian) {T : ℝ} (hT : T ≠ 0) (m : ℝ) :
    grandPotential h hg T m - equilibriumPotential hh T m =
      T * ∑ i, ∑ j, Complex.normSq (overlap hg hh i j) *
        relEntropy (hg.eigenvalues i) (fermi T (hh.eigenvalues j - m)) := by
  obtain ⟨hrow, hcol⟩ := overlap_sums hg hh
  -- spread both single sums over all pairs of eigenvectors
  have hs : ∑ i, ∑ j, Complex.normSq (overlap hg hh i j) * negEntropy (hg.eigenvalues i) =
      ∑ i, negEntropy (hg.eigenvalues i) :=
    Finset.sum_congr rfl fun i _ => by rw [← Finset.sum_mul, hrow, one_mul]
  have hl : ∑ i, ∑ j, Complex.normSq (overlap hg hh i j) *
        Real.log (1 + Real.exp (-(hh.eigenvalues j - m) / T)) =
      ∑ j, Real.log (1 + Real.exp (-(hh.eigenvalues j - m) / T)) := by
    rw [Finset.sum_comm]
    exact Finset.sum_congr rfl fun j _ => by rw [← Finset.sum_mul, hcol, one_mul]
  rw [grandPotential, equilibriumPotential, energy_eq hg hh, ← hs, ← hl, neg_mul, sub_neg_eq_add]
  simp only [Finset.mul_sum, ← Finset.sum_add_distrib]
  refine Finset.sum_congr rfl fun i _ => Finset.sum_congr rfl fun j _ => ?_
  obtain ⟨-, -, h1, h2⟩ := fermi_facts T (hh.eigenvalues j - m)
  have hx : T * (-(hh.eigenvalues j - m) / T) = -(hh.eigenvalues j - m) :=
    mul_div_cancel₀ _ hT
  rw [relEntropy, h1, h2]
  linear_combination (Complex.normSq (overlap hg hh i j) * hg.eigenvalues i) * hx

/-- A Hermitian `g` is the Fermi-Dirac matrix of `h` exactly when each eigenvector of `g`
overlaps only with levels of `h` whose Fermi-Dirac occupation is its own eigenvalue. -/
theorem eq_fermiDirac_iff (hg : g.IsHermitian) (hh : h.IsHermitian) (T m : ℝ) :
    g = fermiDirac hh T m ↔ ∀ i j, overlap hg hh i j = 0 ∨
      hg.eigenvalues i = fermi T (hh.eigenvalues j - m) := by
  have key : ∀ U V P D : Matrix n n ℂ, Uᴴ * U = 1 → U * Uᴴ = 1 → Vᴴ * V = 1 → V * Vᴴ = 1 →
      (U * P * Uᴴ = V * D * Vᴴ ↔ P * (Uᴴ * V) = Uᴴ * V * D) := by
    intro U V P D hU hU' hV hV'
    constructor <;> intro e
    · calc P * (Uᴴ * V) = Uᴴ * U * P * (Uᴴ * V) := by rw [hU, Matrix.one_mul]
        _ = Uᴴ * (U * P * Uᴴ) * V := by simp only [Matrix.mul_assoc]
        _ = Uᴴ * V * D * (Vᴴ * V) := by rw [e]; simp only [Matrix.mul_assoc]
        _ = Uᴴ * V * D := by rw [hV, Matrix.mul_one]
    · calc U * P * Uᴴ = U * P * Uᴴ * (V * Vᴴ) := by rw [hV', Matrix.mul_one]
        _ = U * (P * (Uᴴ * V)) * Vᴴ := by simp only [Matrix.mul_assoc]
        _ = U * Uᴴ * (V * D * Vᴴ) := by rw [e]; simp only [Matrix.mul_assoc]
        _ = V * D * Vᴴ := by rw [hU', Matrix.one_mul]
  obtain ⟨hU, hU', hgU⟩ := spectral_form hg
  obtain ⟨hV, hV', -⟩ := spectral_form hh
  have hiff := key _ _ (diagonal (fun i => (hg.eigenvalues i : ℂ)))
    (diagonal (fun j => (fermi T (hh.eigenvalues j - m) : ℂ))) hU hU' hV hV'
  refine (Iff.intro (fun e => hgU.symm.trans e) (fun e => hgU.trans e)).trans (hiff.trans ?_)
  rw [← Matrix.ext_iff]
  refine forall_congr' fun i => forall_congr' fun j => ?_
  rw [Matrix.diagonal_mul, Matrix.mul_diagonal, mul_comm (hg.eigenvalues i : ℂ),
    mul_eq_mul_left_iff, Complex.ofReal_inj, or_comm]
  rfl

/-- The Fermi-Dirac matrix is Hermitian. -/
theorem fermiDirac_isHermitian (hh : h.IsHermitian) (T m : ℝ) :
    (fermiDirac hh T m).IsHermitian := by
  have hd : (diagonal (fun j => (fermi T (hh.eigenvalues j - m) : ℂ)))ᴴ =
      diagonal (fun j => (fermi T (hh.eigenvalues j - m) : ℂ)) := by
    rw [Matrix.diagonal_conjTranspose]
    congr 1
    ext j
    simp
  rw [Matrix.IsHermitian, fermiDirac, conjTranspose_mul, conjTranspose_mul,
    conjTranspose_conjTranspose, hd, Matrix.mul_assoc]

/-- Fermi-Dirac free-energy principle: for `T > 0` and Hermitian `h`, every Hermitian `g` with
eigenvalues in `[0,1]` has free energy at least `-T ∑ log (1 + exp (-(e - m) / T))`, with
equality exactly for the Fermi-Dirac matrix of `h`. -/
theorem free_energy_principle (hg : g.IsHermitian) (hh : h.IsHermitian) {T : ℝ} (hT : 0 < T)
    (m : ℝ) (hp : ∀ i, hg.eigenvalues i ∈ Set.Icc (0 : ℝ) 1) :
    equilibriumPotential hh T m ≤ grandPotential h hg T m ∧
      (grandPotential h hg T m = equilibriumPotential hh T m ↔ g = fermiDirac hh T m) := by
  have hD := fun i j => relEntropy_nonneg (hp i) (fermi_facts T (hh.eigenvalues j - m)).1
    (fermi_facts T (hh.eigenvalues j - m)).2.1
  have hterm := fun i j => mul_nonneg (Complex.normSq_nonneg (overlap hg hh i j)) (hD i j).1
  have hsum := fun i => Finset.sum_nonneg fun j (_ : j ∈ Finset.univ) => hterm i j
  have hex := excess_eq hg hh hT.ne' m
  constructor
  · have h1 := mul_nonneg hT.le (Finset.sum_nonneg fun i (_ : i ∈ Finset.univ) => hsum i)
    linarith
  · -- a vanishing sum of nonnegative terms vanishes term by term
    rw [eq_fermiDirac_iff hg hh, ← sub_eq_zero, hex, mul_eq_zero, or_iff_right hT.ne',
      Finset.sum_eq_zero_iff_of_nonneg (fun i _ => hsum i)]
    simp only [Finset.mem_univ, true_implies]
    refine forall_congr' fun i => ?_
    rw [Finset.sum_eq_zero_iff_of_nonneg (fun j _ => hterm i j)]
    simp only [Finset.mem_univ, true_implies]
    refine forall_congr' fun j => ?_
    rw [mul_eq_zero, Complex.normSq_eq_zero, (hD i j).2]

/-- For `T > 0` the minimum is attained: the Fermi-Dirac matrix has eigenvalues in `[0,1]`, and
its free energy is the equilibrium value. -/
theorem fermiDirac_attains (hh : h.IsHermitian) {T : ℝ} (hT : 0 < T) (m : ℝ) :
    (∀ i, (fermiDirac_isHermitian hh T m).eigenvalues i ∈ Set.Icc (0 : ℝ) 1) ∧
      grandPotential h (fermiDirac_isHermitian hh T m) T m = equilibriumPotential hh T m := by
  have hF := fermiDirac_isHermitian hh T m
  have hp : ∀ i, hF.eigenvalues i ∈ Set.Icc (0 : ℝ) 1 := by
    intro i
    -- every eigenvector overlaps with at least one level of `h`
    obtain ⟨j, hj⟩ : ∃ j, overlap hF hh i j ≠ 0 := by
      by_contra hc
      have h0 : ∀ j, overlap hF hh i j = 0 := fun j => by_contra fun hj => hc ⟨j, hj⟩
      have h1 := (overlap_sums hF hh).1 i
      simp [h0] at h1
    rw [((eq_fermiDirac_iff hF hh T m).1 rfl i j).resolve_left hj]
    exact ⟨(fermi_facts T _).1.le, (fermi_facts T _).2.1.le⟩
  exact ⟨hp, (free_energy_principle hF hh hT m hp).2.2 rfl⟩

end

end FermiDiracFreeEnergy
```

```lean
#print axioms FermiDiracFreeEnergy.fermiDirac_attains
```

```
'FermiDiracFreeEnergy.fermiDirac_attains' depends on axioms: [propext, Classical.choice, Quot.sound]
```
